# Positive formation energies make the defect chemical potential jump at stoichiometry in a linear model

Let finitely many defect species have formation energies $E_i>0$, taken at a fixed reference chemical potential, and composition shifts $w_i$, with at least one shift of each sign. Concentrations $c_i\ge 0$ produce the off-stoichiometry $x=\sum_i w_i c_i$ at energy $\sum_i E_i c_i$. The least energy is

$$
e_{\min}(x)=\begin{cases}x\,\mu_+, & x\ge 0,\\ |x|\,\mu_-, & x\le 0,\end{cases}
\qquad
\mu_+=\min_{w_i>0}\frac{E_i}{w_i},\quad
\mu_-=\min_{w_i<0}\frac{E_i}{|w_i|}.
$$

Its slope, the defect chemical potential measured from that reference, jumps from $-\mu_-$ to $\mu_+$ at $x=0$. For defect supercell calculations, this means that in a non-interacting model without entropy, exact stoichiometry leaves a whole interval of chemical potentials open.

```lean
import Mathlib

open Finset Set Topology

namespace DefectChemicalPotential

noncomputable section

variable {ι : Type*} [Fintype ι]
```

The type `ι` labels the species, and `Fintype ι` says that there are finitely many. An energy list `E : ι → ℝ` assigns a real number $E_i$ to each label.

```lean
/-- The defect energies attainable at off-stoichiometry `x` with nonnegative
concentrations `c`, formation energies `E` and composition shifts `w`. -/
def energies (E w : ι → ℝ) (x : ℝ) : Set ℝ :=
  {e | ∃ c : ι → ℝ, (∀ i, 0 ≤ c i) ∧ ∑ i, w i * c i = x ∧ ∑ i, E i * c i = e}
```

`energies E w x` is the set of all energies $e$ for which some concentrations satisfy $c_i\ge0$, $\sum_i w_i c_i=x$ and $\sum_i E_i c_i=e$. Concentrations and $x$ can be read per formula unit. If $x$ counts the excess oxygen atoms in an oxide, for example, an oxygen interstitial has $w_i=1$ and an oxygen vacancy has $w_i=-1$.

The definition fixes the model. Energies add, so defects do not interact; concentrations are continuous and have no upper limit from the number of sites; there is one composition variable and no charge-neutrality condition.

```lean
/-- The least energy per unit of positive composition shift among single species. -/
def excessCost (E w : ι → ℝ) (h : ∃ i, 0 < w i) : ℝ :=
  (Finset.univ.filter fun i => 0 < w i).inf'
    (by obtain ⟨i, hi⟩ := h; exact ⟨i, by simpa using hi⟩) fun i => E i / w i
```

This is $\mu_+$. The `filter` keeps the species with $w_i>0$, and `inf'` takes the minimum over a nonempty finite set. The argument `h` supplies the nonemptiness: some species has a positive shift.

```lean
/-- The least energy per unit of negative composition shift among single species. -/
def deficitCost (E w : ι → ℝ) (h : ∃ i, w i < 0) : ℝ :=
  (Finset.univ.filter fun i => w i < 0).inf'
    (by obtain ⟨i, hi⟩ := h; exact ⟨i, by simpa using hi⟩) fun i => E i / |w i|
```

This is $\mu_-$, built in the same way from the species with $w_i<0$.

```lean
/-- The infimum of the defect energy at off-stoichiometry `x`. -/
def minEnergy (E w : ι → ℝ) (x : ℝ) : ℝ := sInf (energies E w x)
```

`minEnergy` is $e_{\min}(x)$, defined as an infimum. That the infimum is attained is proved below.

```lean
/-- Some species with positive shift realises the excess cost. -/
theorem excessCost_attained (E w : ι → ℝ) (h : ∃ i, 0 < w i) :
    ∃ i, 0 < w i ∧ excessCost E w h = E i / w i := by
  obtain ⟨i, hi, he⟩ := Finset.exists_mem_eq_inf'
    (s := Finset.univ.filter fun i => 0 < w i)
    (by obtain ⟨i, hi⟩ := h; exact ⟨i, by simpa using hi⟩) (fun i => E i / w i)
  exact ⟨i, (Finset.mem_filter.mp hi).2, he⟩
```

A minimum over a finite set is reached by one of its members, so $\mu_+=E_i/w_i$ for some $i$ with $w_i>0$. `obtain` unpacks that species, together with its properties, from a Mathlib lemma.

```lean
/-- Some species with negative shift realises the deficit cost. -/
theorem deficitCost_attained (E w : ι → ℝ) (h : ∃ i, w i < 0) :
    ∃ i, w i < 0 ∧ deficitCost E w h = E i / |w i| := by
  obtain ⟨i, hi, he⟩ := Finset.exists_mem_eq_inf'
    (s := Finset.univ.filter fun i => w i < 0)
    (by obtain ⟨i, hi⟩ := h; exact ⟨i, by simpa using hi⟩) (fun i => E i / |w i|)
  exact ⟨i, (Finset.mem_filter.mp hi).2, he⟩
```

Likewise, $\mu_-=E_j/|w_j|$ for some $j$ with $w_j<0$.

```lean
/-- A chemical potential `μ` makes no defect species favourable, `μ w_i ≤ E_i`, exactly
when it lies between minus the deficit cost and the excess cost. -/
theorem stability_window {E w : ι → ℝ} (hE : ∀ i, 0 < E i)
    (hp : ∃ i, 0 < w i) (hm : ∃ i, w i < 0) (μ : ℝ) :
    (∀ i, μ * w i ≤ E i) ↔ -deficitCost E w hm ≤ μ ∧ μ ≤ excessCost E w hp := by
  constructor
  · intro h
    obtain ⟨i, hi, hei⟩ := excessCost_attained E w hp
    obtain ⟨j, hj, hej⟩ := deficitCost_attained E w hm
    constructor
    · have h1 : -μ ≤ E j / |w j| := by
        rw [abs_of_neg hj, le_div_iff₀ (neg_pos.mpr hj)]
        linarith [h j]
      linarith
    · rw [hei, le_div_iff₀ hi]
      exact h i
  · rintro ⟨h1, h2⟩ i
    rcases lt_trichotomy (w i) 0 with hi | hi | hi
    · have h3 : deficitCost E w hm ≤ E i / |w i| :=
        Finset.inf'_le (fun i => E i / |w i|) (by simpa using hi)
      have h4 : -μ ≤ E i / |w i| := by linarith
      rw [abs_of_neg hi, le_div_iff₀ (neg_pos.mpr hi)] at h4
      linarith
    · rw [hi, mul_zero]
      exact (hE i).le
    · have h3 : excessCost E w hp ≤ E i / w i :=
        Finset.inf'_le (fun i => E i / w i) (by simpa using hi)
      exact (le_div_iff₀ hi).mp (h2.trans h3)
```

Exchange with a reservoir at chemical potential $\mu$ changes the cost of a defect to $E_i-\mu w_i$. The theorem says that no species has a negative cost exactly when $-\mu_-\le\mu\le\mu_+$. The hypothesis `hE`, $E_i>0$, means that at the reference potential $\mu=0$ every defect costs energy, so the perfect crystal is stable against each of them.

By hand, the condition $\mu w_i\le E_i$ splits by the sign of $w_i$:

- For $w_i>0$, it reads $\mu\le E_i/w_i$.
- For $w_i<0$, it reads $-\mu\le E_i/|w_i|$.
- For $w_i=0$, it reads $0\le E_i$, which is true.

Imposing the first line for all such species gives $\mu\le\mu_+$, and the second gives $-\mu\le\mu_-$.

In Lean, `constructor` separates the two directions of the equivalence. The first tests the condition on the two species that realise $\mu_+$ and $\mu_-$; the second uses `lt_trichotomy` for the three signs. `le_div_iff₀` multiplies out a positive denominator.

```lean
/-- If no species is favourable at chemical potential `μ`, then `μ x` bounds every
attainable defect energy at off-stoichiometry `x` from below. -/
theorem energy_lower_bound {E w : ι → ℝ} {μ x e : ℝ} (h : ∀ i, μ * w i ≤ E i)
    (he : e ∈ energies E w x) : μ * x ≤ e := by
  obtain ⟨c, hc, rfl, rfl⟩ := he
  rw [Finset.mul_sum]
  refine Finset.sum_le_sum fun i _ => ?_
  rw [← mul_assoc]
  exact mul_le_mul_of_nonneg_right (h i) (hc i)
```

Suppose $\mu w_i\le E_i$ for every $i$. Multiplying by $c_i\ge0$ and summing gives

$$
\mu x=\sum_i \mu w_i c_i\le\sum_i E_i c_i=e .
$$

This is weak duality of linear programming. `Finset.sum_le_sum` reduces the inequality between sums to one between terms, which `mul_le_mul_of_nonneg_right` proves.

```lean
/-- One species whose shift has the sign of `x` accommodates the off-stoichiometry alone,
at energy `(x / w_i) E_i`. -/
theorem single_species_mem (E w : ι → ℝ) {x : ℝ} {i : ι} (hi : w i ≠ 0)
    (hx : 0 ≤ x / w i) : x / w i * E i ∈ energies E w x := by
  classical
  refine ⟨fun j => if j = i then x / w i else 0, fun j => ?_, ?_, ?_⟩
  · dsimp only
    split_ifs
    exacts [hx, le_rfl]
  · simp only [mul_ite, mul_zero, Finset.sum_ite_eq', Finset.mem_univ, if_true]
    field_simp
  · simp only [mul_ite, mul_zero, Finset.sum_ite_eq', Finset.mem_univ, if_true]
    ring
```

Put $c_i=x/w_i$ for one species and zero for all others. The composition is then $w_i(x/w_i)=x$ and the energy is $(x/w_i)E_i$. The hypothesis `hx` requires $x/w_i\ge0$, so that the concentration is allowed. The `if` expression in the proof is this choice of concentrations, and the remaining lines check that they are nonnegative and evaluate the two sums.

```lean
/-- Both costs are positive when all formation energies are. -/
theorem costs_pos {E w : ι → ℝ} (hE : ∀ i, 0 < E i)
    (hp : ∃ i, 0 < w i) (hm : ∃ i, w i < 0) :
    0 < excessCost E w hp ∧ 0 < deficitCost E w hm := by
  obtain ⟨i, hi, hei⟩ := excessCost_attained E w hp
  obtain ⟨j, hj, hej⟩ := deficitCost_attained E w hm
  rw [hei, hej]
  exact ⟨div_pos (hE i) hi, div_pos (hE j) (abs_pos.mpr hj.ne)⟩
```

Each cost equals a quotient of positive numbers, so $\mu_+>0$ and $\mu_->0$.

```lean
/-- The minimum defect energy is `x` times the excess cost for `x ≥ 0`, and `|x|` times
the deficit cost for `x ≤ 0`. -/
theorem minimum_defect_energy {E w : ι → ℝ} (hE : ∀ i, 0 < E i)
    (hp : ∃ i, 0 < w i) (hm : ∃ i, w i < 0) (x : ℝ) :
    (0 ≤ x → IsLeast (energies E w x) (x * excessCost E w hp)) ∧
    (x ≤ 0 → IsLeast (energies E w x) (|x| * deficitCost E w hm)) := by
  obtain ⟨h1, h2⟩ := costs_pos hE hp hm
  constructor
  · intro hx
    constructor
    · -- the species with positive shift and least energy per unit of shift attains the value
      obtain ⟨i, hi, hei⟩ := excessCost_attained E w hp
      have h := single_species_mem E w hi.ne' (div_nonneg hx hi.le)
      have e : x * excessCost E w hp = x / w i * E i := by rw [hei]; ring
      rwa [e]
    · intro e he
      have h := energy_lower_bound
        ((stability_window hE hp hm _).mpr ⟨by linarith, le_refl (excessCost E w hp)⟩) he
      linarith
  · intro hx
    constructor
    · -- the species with negative shift and least energy per unit of shift attains the value
      obtain ⟨i, hi, hei⟩ := deficitCost_attained E w hm
      have h := single_species_mem E w hi.ne (div_nonneg_of_nonpos hx hi.le)
      have e : |x| * deficitCost E w hm = x / w i * E i := by
        rw [hei, abs_of_nonpos hx, abs_of_neg hi, div_neg]; ring
      rwa [e]
    · intro e he
      have h := energy_lower_bound
        ((stability_window hE hp hm _).mpr ⟨le_refl (-deficitCost E w hm), by linarith⟩) he
      rw [abs_of_nonpos hx]
      linarith
```

`IsLeast S a` says that $a$ belongs to the set $S$ and is a lower bound for it, so this is a true minimum.

For $x\ge0$, the species with positive shift and least energy per unit of shift attains $(x/w_i)E_i=x\mu_+$. The value $\mu=\mu_+$ lies in the stability window because $-\mu_-<0<\mu_+$, so every attainable energy is at least $x\mu_+$.

For $x\le0$, the species with negative shift and least energy per unit of shift attains

$$
\frac{x}{w_i}E_i=|x|\frac{E_i}{|w_i|}=|x|\mu_- .
$$

Now $\mu=-\mu_-$ gives the matching bound $-\mu_-x=|x|\mu_-$. The Lean proof follows this order on each side: membership first, then the bound.

As an example, take three species with $E=(2,3,1)$ eV and $w=(1,2,-1)$. Then $\mu_+=\min(2,\,3/2)=1.5$ eV and $\mu_-=1$ eV. At $x=0.1$ the best choice is $c_2=0.05$, with energy $0.15$ eV; the first species alone would cost $0.2$ eV. At $x=-0.1$ the third species gives $0.1$ eV. The second species wins on the positive side despite its higher formation energy, because what counts is energy per unit of shift. The slope jumps from $-1$ to $1.5$ eV.

```lean
/-- Away from stoichiometry the derivative of the minimum energy is the excess cost for
`x > 0` and minus the deficit cost for `x < 0`. -/
theorem chemical_potential {E w : ι → ℝ} (hE : ∀ i, 0 < E i)
    (hp : ∃ i, 0 < w i) (hm : ∃ i, w i < 0) (x : ℝ) :
    (0 < x → HasDerivAt (minEnergy E w) (excessCost E w hp) x) ∧
    (x < 0 → HasDerivAt (minEnergy E w) (-deficitCost E w hm) x) := by
  constructor
  · intro hx
    refine (hasDerivAt_mul_const (excessCost E w hp)).congr_of_eventuallyEq ?_
    filter_upwards [Ioi_mem_nhds hx] with y hy
    exact ((minimum_defect_energy hE hp hm y).1 (le_of_lt hy)).csInf_eq
  · intro hx
    refine (hasDerivAt_mul_const (-deficitCost E w hm)).congr_of_eventuallyEq ?_
    filter_upwards [Iio_mem_nhds hx] with y hy
    have h := ((minimum_defect_energy hE hp hm y).2 (le_of_lt hy)).csInf_eq
    rw [abs_of_nonpos (le_of_lt hy)] at h
    unfold minEnergy
    linarith
```

`HasDerivAt f a x` says that $f$ has derivative $a$ at $x$. Around any $x>0$ there is a neighbourhood on which $e_{\min}(y)=y\mu_+$, so the derivative is $\mu_+$. Around any $x<0$, $e_{\min}(y)=|y|\mu_-=-\mu_-y$, so it is $-\mu_-$. `Ioi_mem_nhds` and `Iio_mem_nhds` supply the neighbourhoods, and `csInf_eq` turns the attained minimum into the value of the infimum.

```lean
/-- At stoichiometry the left derivative of the minimum energy is strictly below the right
derivative, and the minimum energy is not differentiable there. -/
theorem chemical_potential_jump {E w : ι → ℝ} (hE : ∀ i, 0 < E i)
    (hp : ∃ i, 0 < w i) (hm : ∃ i, w i < 0) :
    HasDerivWithinAt (minEnergy E w) (-deficitCost E w hm) (Set.Iic 0) 0 ∧
    HasDerivWithinAt (minEnergy E w) (excessCost E w hp) (Set.Ici 0) 0 ∧
    -deficitCost E w hm < excessCost E w hp ∧
    ¬ DifferentiableAt ℝ (minEnergy E w) 0 := by
  obtain ⟨h1, h2⟩ := costs_pos hE hp hm
  have hR : ∀ y ∈ Set.Ici (0 : ℝ), minEnergy E w y = y * excessCost E w hp :=
    fun y hy => ((minimum_defect_energy hE hp hm y).1 hy).csInf_eq
  have hL : ∀ y ∈ Set.Iic (0 : ℝ), minEnergy E w y = y * -deficitCost E w hm := by
    intro y hy
    have h := ((minimum_defect_energy hE hp hm y).2 hy).csInf_eq
    rw [abs_of_nonpos hy] at h
    unfold minEnergy
    linarith
  have dR : HasDerivWithinAt (minEnergy E w) (excessCost E w hp) (Set.Ici 0) 0 :=
    (hasDerivAt_mul_const _).hasDerivWithinAt.congr hR (hR 0 Set.self_mem_Ici)
  have dL : HasDerivWithinAt (minEnergy E w) (-deficitCost E w hm) (Set.Iic 0) 0 :=
    (hasDerivAt_mul_const _).hasDerivWithinAt.congr hL (hL 0 Set.self_mem_Iic)
  refine ⟨dL, dR, by linarith, fun hd => ?_⟩
  -- a two-sided derivative would have to equal both one-sided ones
  have e1 := (uniqueDiffWithinAt_Ici (0 : ℝ)).eq_deriv _ dR hd.hasDerivAt.hasDerivWithinAt
  have e2 := (uniqueDiffWithinAt_Iic (0 : ℝ)).eq_deriv _ dL hd.hasDerivAt.hasDerivWithinAt
  linarith

end

end DefectChemicalPotential
```

`Set.Iic 0` is the half-line $y\le0$ and `Set.Ici 0` is $y\ge0$, so the first two statements are the left and right derivatives at stoichiometry. The third is the strict jump, $-\mu_-<\mu_+$, which follows from the positivity of both costs. The fourth says that $e_{\min}$ is not differentiable at $x=0$.

In the proof, `hL` and `hR` record the two linear formulas, and `dL` and `dR` differentiate them. If a two-sided derivative $d$ existed, uniqueness of the derivative on each half-line would force $d=-\mu_-$ and $d=\mu_+$, contradicting the strict inequality. The height of the jump, $\mu_++\mu_-$, is the width of the stability window.

```lean
#print axioms DefectChemicalPotential.chemical_potential
#print axioms DefectChemicalPotential.chemical_potential_jump
```

```
'DefectChemicalPotential.chemical_potential' depends on axioms: [propext, Classical.choice, Quot.sound]
'DefectChemicalPotential.chemical_potential_jump' depends on axioms: [propext, Classical.choice, Quot.sound]
```
